# Two classical unit spins with energy J S₁·S₂ + B (S₁·S₂)² and B > 0 cant exactly when B > |J|/2, and their parallel minus antiparallel energy is 2J for every B

Whether two magnetic moments with the bilinear and biquadratic exchange energy J S₁·S₂ + B (S₁·S₂)² settle along a common axis or at an angle to each other is treated here as a minimisation over all pairs of unit vectors in ℝ³, so that the collinear states compete with every canted one. A ground state is a unit pair whose energy is no higher than that of any other unit pair.

```lean
import Mathlib

open Set

namespace BiquadraticCanting

noncomputable section

/-- Classical spin vectors live in three-dimensional Euclidean space. -/
abbrev Spin := EuclideanSpace ℝ (Fin 3)

/-- Bilinear plus biquadratic exchange energy `J S₁·S₂ + B (S₁·S₂)²` of two spins. -/
def energy (J B : ℝ) (S₁ S₂ : Spin) : ℝ :=
  J * inner ℝ S₁ S₂ + B * (inner ℝ S₁ S₂) ^ 2

/-- A ground state is a pair of unit spins whose energy is minimal among all pairs of
unit spins. -/
def IsGroundState (J B : ℝ) (S₁ S₂ : Spin) : Prop :=
  ‖S₁‖ = 1 ∧ ‖S₂‖ = 1 ∧
    ∀ T₁ T₂ : Spin, ‖T₁‖ = 1 → ‖T₂‖ = 1 → energy J B S₁ S₂ ≤ energy J B T₁ T₂

/-- Two spins are collinear when they are equal or opposite. -/
def Collinear (S₁ S₂ : Spin) : Prop := S₂ = S₁ ∨ S₂ = -S₁

/-- The scalar product of two unit spins lies between `-1` and `1`. -/
lemma inner_mem {S₁ S₂ : Spin} (h₁ : ‖S₁‖ = 1) (h₂ : ‖S₂‖ = 1) :
    inner ℝ S₁ S₂ ∈ Icc (-1 : ℝ) 1 := by
  have h := abs_real_inner_le_norm S₁ S₂
  rw [h₁, h₂, mul_one] at h
  exact abs_le.mp h

/-- Every number between `-1` and `1` is the scalar product of some pair of unit spins. -/
lemma exists_pair {c : ℝ} (hc : c ∈ Icc (-1 : ℝ) 1) :
    ∃ S₁ S₂ : Spin, ‖S₁‖ = 1 ∧ ‖S₂‖ = 1 ∧ inner ℝ S₁ S₂ = c := by
  have h : 0 ≤ 1 - c ^ 2 := by nlinarith [hc.1, hc.2]
  refine ⟨!₂[1, 0, 0], !₂[c, √(1 - c ^ 2), 0], ?_, ?_, ?_⟩
  · simp [EuclideanSpace.norm_eq, Fin.sum_univ_three]
  · rw [EuclideanSpace.norm_eq, Real.sqrt_eq_one]
    simp [Fin.sum_univ_three, Real.sq_sqrt h]
  · simp [PiLp.inner_apply, Fin.sum_univ_three]

/-- Two unit spins are collinear exactly when their scalar product squares to one. -/
theorem collinear_iff {S₁ S₂ : Spin} (h₁ : ‖S₁‖ = 1) (h₂ : ‖S₂‖ = 1) :
    Collinear S₁ S₂ ↔ (inner ℝ S₁ S₂) ^ 2 = 1 := by
  constructor
  · rintro (h | h)
    · rw [h, real_inner_self_eq_norm_sq, h₁]; norm_num
    · rw [h, inner_neg_right, real_inner_self_eq_norm_sq, h₁]; norm_num
  · intro h
    have hf : (inner ℝ S₁ S₂ - 1) * (inner ℝ S₁ S₂ + 1) = 0 := by
      linear_combination h
    rcases mul_eq_zero.mp hf with hx | hx
    · -- scalar product one: the difference vector has zero length
      have hn := norm_sub_sq_real S₁ S₂
      rw [h₁, h₂] at hn
      have h0 : ‖S₁ - S₂‖ ^ 2 = 0 := by linarith
      exact Or.inl (sub_eq_zero.mp (norm_eq_zero.mp (pow_eq_zero_iff two_ne_zero |>.mp h0))).symm
    · -- scalar product minus one: the sum vector has zero length
      have hn := norm_add_sq_real S₁ S₂
      rw [h₁, h₂] at hn
      have h0 : ‖S₁ + S₂‖ ^ 2 = 0 := by linarith
      have hs := norm_eq_zero.mp (pow_eq_zero_iff two_ne_zero |>.mp h0)
      exact Or.inr (eq_neg_of_add_eq_zero_right hs)

/-- A ground state exists for all real couplings `J` and `B`. -/
theorem exists_groundState (J B : ℝ) : ∃ S₁ S₂ : Spin, IsGroundState J B S₁ S₂ := by
  have hcont : Continuous (fun x : ℝ => J * x + B * x ^ 2) := by fun_prop
  have hne : (Icc (-1 : ℝ) 1).Nonempty := ⟨0, by norm_num, by norm_num⟩
  obtain ⟨c, hc, hmin⟩ := isCompact_Icc.exists_isMinOn hne hcont.continuousOn
  obtain ⟨S₁, S₂, h₁, h₂, hS⟩ := exists_pair hc
  refine ⟨S₁, S₂, h₁, h₂, fun T₁ T₂ t₁ t₂ => ?_⟩
  have h := isMinOn_iff.mp hmin _ (inner_mem t₁ t₂)
  simpa only [energy, hS] using h

/-- A square with a positive stiffness `B` costs no energy only at zero displacement. -/
lemma eq_zero_of_cost {B y : ℝ} (hB : 0 < B) (h : B * y ^ 2 ≤ 0) : y = 0 := by
  by_contra hy
  have hy' : y ≠ 0 := hy
  have hpos : 0 < B * y ^ 2 := by positivity
  linarith

/-- For `B > 0` and `|J| ≤ 2B`, the ground states are exactly the pairs of unit spins with
`S₁·S₂ = -J/(2B)`. -/
theorem groundState_iff_angle {J B : ℝ} (hB : 0 < B) (hJ : |J| ≤ 2 * B) (S₁ S₂ : Spin) :
    IsGroundState J B S₁ S₂ ↔
      ‖S₁‖ = 1 ∧ ‖S₂‖ = 1 ∧ inner ℝ S₁ S₂ = -J / (2 * B) := by
  obtain ⟨hl, hu⟩ := abs_le.mp hJ
  have h2B : 0 < 2 * B := by linarith
  obtain ⟨c, hc⟩ : ∃ c, c = -J / (2 * B) := ⟨_, rfl⟩
  have hJc : J = -(2 * B * c) := by rw [hc]; field_simp
  have hmem : c ∈ Icc (-1 : ℝ) 1 := by
    rw [hc]
    exact ⟨by rw [le_div_iff₀ h2B]; linarith, by rw [div_le_iff₀ h2B]; linarith⟩
  rw [← hc]
  constructor
  · rintro ⟨h₁, h₂, h⟩
    obtain ⟨T₁, T₂, t₁, t₂, hT⟩ := exists_pair hmem
    have hE := h T₁ T₂ t₁ t₂
    simp only [energy, hT] at hE
    rw [hJc] at hE
    -- complete the square around the optimal scalar product
    have hsq : B * (inner ℝ S₁ S₂ - c) ^ 2 ≤ 0 := by linarith
    exact ⟨h₁, h₂, sub_eq_zero.mp (eq_zero_of_cost hB hsq)⟩
  · rintro ⟨h₁, h₂, h⟩
    refine ⟨h₁, h₂, fun T₁ T₂ _ _ => ?_⟩
    simp only [energy, h]
    rw [hJc]
    have hsq : 0 ≤ B * (inner ℝ T₁ T₂ - c) ^ 2 := by positivity
    linarith

/-- For `B > 0` and `2B ≤ |J|`, every ground state is collinear. -/
theorem collinear_of_weak {J B : ℝ} (hB : 0 < B) (hJ : 2 * B ≤ |J|) {S₁ S₂ : Spin}
    (hS : IsGroundState J B S₁ S₂) : Collinear S₁ S₂ := by
  obtain ⟨h₁, h₂, h⟩ := hS
  obtain ⟨hl, hu⟩ := inner_mem h₁ h₂
  rw [collinear_iff h₁ h₂]
  rcases le_total 0 J with hs | hs
  · -- antiferromagnetic J: compare with the antiparallel pair
    rw [abs_of_nonneg hs] at hJ
    obtain ⟨T₁, T₂, t₁, t₂, hT⟩ := exists_pair (c := -1) ⟨by norm_num, by norm_num⟩
    have hE := h T₁ T₂ t₁ t₂
    simp only [energy, hT] at hE
    have hsq : B * (inner ℝ S₁ S₂ + 1) ^ 2 ≤ 0 := by
      nlinarith [mul_nonneg (sub_nonneg.mpr hJ) (neg_le_iff_add_nonneg.mp hl)]
    have hx : inner ℝ S₁ S₂ = -1 := by linarith [eq_zero_of_cost hB hsq]
    rw [hx]; norm_num
  · -- ferromagnetic J: compare with the parallel pair
    rw [abs_of_nonpos hs] at hJ
    obtain ⟨T₁, T₂, t₁, t₂, hT⟩ := exists_pair (c := 1) ⟨by norm_num, by norm_num⟩
    have hE := h T₁ T₂ t₁ t₂
    simp only [energy, hT] at hE
    have hsq : B * (1 - inner ℝ S₁ S₂) ^ 2 ≤ 0 := by
      nlinarith [mul_nonneg (sub_nonneg.mpr hJ) (sub_nonneg.mpr hu)]
    have hx : inner ℝ S₁ S₂ = 1 := by linarith [eq_zero_of_cost hB hsq]
    rw [hx]; norm_num

/-- For `B > 0`, all ground states are noncollinear if and only if `B > |J|/2`. -/
theorem canting_iff {J B : ℝ} (hB : 0 < B) :
    (∀ S₁ S₂ : Spin, IsGroundState J B S₁ S₂ → ¬ Collinear S₁ S₂) ↔ |J| / 2 < B := by
  constructor
  · intro h
    by_contra hn
    obtain ⟨S₁, S₂, hS⟩ := exists_groundState J B
    exact h S₁ S₂ hS (collinear_of_weak hB (by linarith) hS)
  · intro hJ S₁ S₂ hS hcol
    obtain ⟨h₁, h₂, hx⟩ := (groundState_iff_angle hB (by linarith) S₁ S₂).mp hS
    rw [collinear_iff h₁ h₂, hx, div_pow, div_eq_one_iff_eq (by positivity)] at hcol
    obtain ⟨hl, hu⟩ := abs_lt.mp (show |J| < 2 * B by linarith)
    nlinarith [mul_pos (sub_pos.mpr hu) (neg_lt_iff_pos_add.mp hl)]

/-- The energy of the parallel pair minus that of the antiparallel pair of unit spins is
`2J`, whatever the value of `B`. -/
theorem collinear_gap (J B : ℝ) {S : Spin} (hS : ‖S‖ = 1) :
    energy J B S S - energy J B S (-S) = 2 * J := by
  simp only [energy, inner_neg_right, real_inner_self_eq_norm_sq, hS]
  ring

/-- For `J ≠ 0`, the models with `B = |J|` and `B = |J|/4` have the same parallel and the same
antiparallel total energy once their energy origins are suitably chosen, yet all ground states
of the first are noncollinear and all those of the second are collinear. -/
theorem collinear_fit_blind {J : ℝ} (hJ : J ≠ 0) (E₀ : ℝ) :
    (∀ S : Spin, ‖S‖ = 1 →
      E₀ + energy J |J| S S = (E₀ + 3 * |J| / 4) + energy J (|J| / 4) S S ∧
      E₀ + energy J |J| S (-S) = (E₀ + 3 * |J| / 4) + energy J (|J| / 4) S (-S)) ∧
    (∀ S₁ S₂ : Spin, IsGroundState J |J| S₁ S₂ → ¬ Collinear S₁ S₂) ∧
    (∀ S₁ S₂ : Spin, IsGroundState J (|J| / 4) S₁ S₂ → Collinear S₁ S₂) := by
  have hpos : 0 < |J| := abs_pos.mpr hJ
  refine ⟨fun S hS => ?_, (canting_iff hpos).mpr (by linarith), fun S₁ S₂ h =>
    collinear_of_weak (by linarith) (by linarith) h⟩
  simp only [energy, inner_neg_right, real_inner_self_eq_norm_sq, hS]
  constructor <;> ring

/-- For unit spins, the mean of the parallel and antiparallel energies minus the energy of a
perpendicular pair equals `B`. -/
theorem perpendicular_fit (J B : ℝ) {S T : Spin} (hS : ‖S‖ = 1) (hST : inner ℝ S T = 0) :
    (energy J B S S + energy J B S (-S)) / 2 - energy J B S T = B := by
  simp only [energy, inner_neg_right, real_inner_self_eq_norm_sq, hS, hST]
  ring

end

end BiquadraticCanting
```

```lean
#print axioms BiquadraticCanting.collinear_gap
#print axioms BiquadraticCanting.collinear_fit_blind
#print axioms BiquadraticCanting.perpendicular_fit
```

```
'BiquadraticCanting.collinear_gap' depends on axioms: [propext, Classical.choice, Quot.sound]
'BiquadraticCanting.collinear_fit_blind' depends on axioms: [propext, Classical.choice, Quot.sound]
'BiquadraticCanting.perpendicular_fit' depends on axioms: [propext, Classical.choice, Quot.sound]
```

## Spins, couplings and ground states

The energy of two spins S₁ and S₂ is

E(S₁, S₂) = J S₁·S₂ + B (S₁·S₂)².

In the file this is `energy J B S₁ S₂`, with `inner ℝ S₁ S₂` for the scalar product. A `Spin` is any vector of three-dimensional Euclidean space, and the unit length enters as the hypothesis `‖S₁‖ = 1` where it is needed. The magnitudes of the moments are therefore absorbed into J and B, which are both energies.

The sign convention is that J > 0 favours antiparallel spins and J < 0 parallel ones. Many texts write the exchange energy with a minus sign or count each pair twice, so values of J and B must be converted before the criterion is applied. A positive B raises both collinear arrangements by the same amount relative to the perpendicular one. Here B is a given parameter, whatever its microscopic origin; in magnetic multilayers, for example, such a term can arise from spatial fluctuations of the bilinear coupling between layers.

`IsGroundState J B S₁ S₂` says that both spins have unit length and that no unit pair has lower energy. `Collinear S₁ S₂` means that S₂ = S₁ or S₂ = −S₁. For unit vectors this is the usual notion; for vectors of unequal length it would be narrower.

The main theorem, `canting_iff`, assumes B > 0 and states that all ground states are noncollinear if and only if |J|/2 < B. The inequality is strict: at B = |J|/2 the ground states are still collinear. `groundState_iff_angle` gives more detail for |J| ≤ 2B, where the ground states are exactly the unit pairs with S₁·S₂ = −J/(2B). Only the relative angle is fixed, and the pair may be rotated as a whole.

Three further theorems concern what energies of chosen configurations reveal:

- `collinear_gap` says that the parallel energy minus the antiparallel energy is 2J for all real J and B.
- `collinear_fit_blind` takes J ≠ 0 and compares B = |J| with B = |J|/4. With suitable energy origins, the two models agree on both collinear total energies, yet the first has only noncollinear ground states and the second only collinear ones.
- `perpendicular_fit` recovers B from the two collinear energies and one perpendicular configuration.

The freedom of the energy origin matters in the second of these. If the origin were known independently, the mean of the two collinear energies would already give B.

## From two vectors to a parabola

Write x = S₁·S₂. For unit vectors the Cauchy–Schwarz inequality gives −1 ≤ x ≤ 1. Every value c in this interval occurs, for instance for

S₁ = (1, 0, 0),  S₂ = (c, √(1 − c²), 0).

The problem is thus to minimise f(x) = Jx + Bx² on [−1, 1]. A continuous function on a closed bounded interval has a minimum, so a ground state exists for all real J and B.

Collinearity can also be read from x. Since

|S₁ − S₂|² = 2 − 2x,  |S₁ + S₂|² = 2 + 2x,

the spins are equal exactly when x = 1 and opposite exactly when x = −1. Together, they are collinear exactly when x² = 1.

Now let B > 0 and set c = −J/(2B). Completing the square gives

f(x) = B(x − c)² − J²/(4B).

If |J| ≤ 2B, then c lies in [−1, 1] and is the only minimiser. The ground states are the unit pairs with x = c.

If 2B ≤ |J|, the vertex lies at an end of the interval or beyond it. For J ≥ 0, compare with the antiparallel pair:

f(x) − f(−1) = (J − 2B)(x + 1) + B(x + 1)².

Both terms are nonnegative. At a minimum the left side is at most zero, so x = −1. For J ≤ 0, compare with the parallel pair:

f(x) − f(1) = (−J − 2B)(1 − x) + B(1 − x)².

The same argument gives x = 1. Every ground state is therefore collinear when 2B ≤ |J|.

When |J| < 2B, the optimal value satisfies c² = J²/(4B²) < 1, so no ground state is collinear. The two regimes together give the criterion B > |J|/2.

For the collinear energies, put x = 1 and x = −1:

E(parallel) = J + B,  E(antiparallel) = −J + B.

Their difference is 2J, because B contributes equally to both. A perpendicular pair has x = 0 and energy 0, so

[E(parallel) + E(antiparallel)]/2 − E(perpendicular) = B.

A common energy origin cancels from this combination.

## One pair of collinear energies, two different magnets

Take J = 4 meV and compare B = 4 meV with B = 1 meV, adding 3 meV to all energies of the second model. All entries are in meV.

| Configuration | B = 4 | B = 1, shifted by 3 |
|---|---:|---:|
| parallel | 8 | 8 |
| antiparallel | 0 | 0 |
| perpendicular | 0 | 3 |

In the first model the optimal scalar product is −4/8 = −1/2, an angle of 120°. Its energy is 4·(−1/2) + 4·(1/4) = −1 meV, which is 1 meV below the antiparallel state. In the second model the vertex would be at x = −2, outside the allowed interval, so the antiparallel state is the ground state. The perpendicular row separates the models: 4 − 0 = 4 meV and 4 − 3 = 1 meV return the two values of B.

At J = 0 the threshold falls to zero. Every positive B then makes the spins perpendicular, while the parallel and antiparallel states are degenerate.

## The steps in Lean

`inner_mem` and `exists_pair` carry out the reduction to the interval. The first is the Cauchy–Schwarz bound, and the second supplies the explicit vectors and checks their norms and scalar product. `exists_groundState` applies compactness of the interval to the parabola and turns the minimising number back into a pair of spins.

`collinear_iff` proves the forward direction by substituting S₂ = ±S₁. For the converse it factors x² − 1 as (x − 1)(x + 1) and uses the squared length of S₁ − S₂ or S₁ + S₂ in the two cases.

`groundState_iff_angle` names the optimal value `c` and rewrites J as −2Bc, which keeps fractions out of the energy comparison. If a ground state is given, comparing it with a pair of scalar product c yields B(x − c)² ≤ 0. The lemma `eq_zero_of_cost` then forces x = c. In the other direction, the nonnegativity of the same square shows that no unit pair does better.

`collinear_of_weak` splits on the sign of J and compares with the antiparallel or the parallel pair. The product passed to `nlinarith` is the first term in the corresponding difference formula above; what remains is again a square with a nonpositive cost.

In `canting_iff`, the direction from noncollinearity to the inequality is by contradiction. If B ≤ |J|/2, `exists_groundState` provides a ground state and `collinear_of_weak` makes it collinear. Existence is essential here, since a statement about all ground states would hold trivially if there were none. For the other direction, a collinear ground state would require J² = (2B)², which contradicts (2B − J)(2B + J) > 0.

The theorems on the gap and the perpendicular configuration follow by inserting the scalar products 1, −1 and 0 and simplifying with `ring`. `collinear_fit_blind` checks its energy equalities in the same way and takes its two ground-state claims from `canting_iff` and `collinear_of_weak`.

## Reading total energies from electronic-structure calculations

For a magnet described by two classical moments with only these two couplings, a pair of collinear total energies from an electronic-structure calculation fixes J but, with a free energy origin, not B. For J ≠ 0 such a fit can therefore miss a canted ground state. A constrained noncollinear calculation at 90° supplies the missing value within the same model.

The step from the model to a material is the assumption that the computed energies follow this form with the same J and B at every angle. Moments that change length as they rotate, magnetic anisotropy, higher powers of the scalar product or couplings to further spins would each alter the energy being minimised.
